# The Dirac 1s form factor of a point-nucleus one-electron ion exceeds the nonrelativistic one at every q > 0

## X-rays scattered by a contracted 1s shell

An X-ray scatters elastically from a heavy ion that has one electron left, in the 1s state. In the form-factor approximation the amplitude is proportional to the form factor, the mean of $\sin(qr)/(qr)$ over the electron's radial density, where $r$ is the distance from the nucleus and $q$ the magnitude of the scattering vector. Relativity pulls the 1s density inwards. At small $q$ this raises the form factor, but at large $q$ the function $\sin(qr)/(qr)$ oscillates across the density, and contraction alone no longer settles the sign of the change.

For a point nucleus of charge $Z$, in atomic units with speed of light $c > Z$, the large and small radial components of the Dirac 1s state, each multiplied by $r$, are both constant multiples of $r^{\gamma}e^{-Zr}$, with $\gamma=\sqrt{1-(Z/c)^2}$. The radial density is therefore proportional to $r^{2\gamma}e^{-2Zr}$. The Schrödinger density is $r^2e^{-2Zr}$ up to normalization. Both belong to the family
$$\rho_g(r)=r^{2g}e^{-2Zr},\qquad g>0,$$
and the question becomes how the form factor depends on $g$.

## A closed form and its monotonicity

Write $F_g(q)$ for the form factor of $\rho_g$ and set $t=\arctan(q/(2Z))$. Three statements are proved for $Z,q>0$.

- `formFactor_density`: for every $g>0$,
$$F_g(q)=\frac{\sin(2gt)\,\cos(t)^{2g}}{2g\tan t}.$$
- `formFactor_strictAnti`: $F_g(q)$ is strictly decreasing in $g$ on $0<g\le 1$.
- `nonrelativistic_lt_dirac`: if also $Z<c$, then $F_1(q)<F_\gamma(q)$.

In Lean, `density Z g` is the unnormalized $\rho_g$. The definition `formFactor` divides by the integral of the density, so the result is the normalized mean, per electron. `Ioi 0` is the range $r>0$, `Ioc 0 1` is the interval $0<g\le1$, and `gam Z c` is $\gamma$. The speed of light is a free real parameter, and $Z$ need not be an integer.

The two densities are inputs: the file contains neither the Dirac nor the Schrödinger equation. The model has one electron and a point nucleus, and it treats scattering through the charge density only, an approximation that fails for photon energies near or below the 1s binding energy. It also leaves out relativistic corrections to the scattering process itself, which for a heavy ion can be as large as the difference between the two form factors. Within this model, a 1s form factor computed from the nonrelativistic density at the same $Z$ is too small at every $q>0$, and the closed form can serve as a reference value for the radial quadrature of a four-component code.

## Evaluating the two integrals

Put $a=2g$ and $b=2Z$. One power of $r$ cancels in the numerator, which becomes
$$\frac1q\int_0^\infty r^{a-1}e^{-br}\sin(qr)\,dr .$$
This is $1/q$ times the imaginary part of Euler's integral
$$\int_0^\infty r^{a-1}e^{-wr}\,dr=w^{-a}\,\Gamma(a),\qquad w=b-iq .$$
For real $w>0$ the formula follows by rescaling $r$. Both sides are holomorphic for $\operatorname{Re}w>0$, so it extends to the whole half-plane.

Since $\tan t=q/b$, the polar form is $w=m\,e^{-it}$ with $m=b/\cos t$. Hence $w^{-a}=m^{-a}e^{iat}$, and the numerator equals
$$\frac1q\left(\frac{\cos t}{b}\right)^{a}\sin(at)\,\Gamma(a).$$
The denominator is
$$\int_0^\infty r^{a}e^{-br}\,dr=\frac{\Gamma(a+1)}{b^{a+1}}=\frac{a\,\Gamma(a)}{b^{a+1}} .$$
In the ratio $\Gamma(a)$ and $b^{-a}$ cancel, leaving
$$\frac{b}{q}\,\frac{\sin(at)\cos(t)^a}{a}=\frac{\sin(at)\cos(t)^a}{a\tan t}.$$

## Comparing two exponents

Let $0<g<h\le1$. Because $0<t<\pi/2$, we have $0<2ht<\pi$. The point $2gt$ lies between $0$ and $2ht$, at the fraction $g/h$. Strict concavity of the sine on $[0,\pi]$ and $\sin 0=0$ give
$$\sin(2gt)>\frac gh\,\sin(2ht),\qquad\text{that is,}\qquad \frac{\sin(2ht)}{2h}<\frac{\sin(2gt)}{2g}.$$
Since $0<\cos t\le1$, also $\cos(t)^{2h}\le\cos(t)^{2g}$. As $\sin(2ht)>0$,
$$\frac{\sin(2ht)}{2h}\cos(t)^{2h}\le\frac{\sin(2ht)}{2h}\cos(t)^{2g}<\frac{\sin(2gt)}{2g}\cos(t)^{2g}.$$
Dividing by $\tan t>0$ gives $F_h(q)<F_g(q)$. For $0<Z<c$ we have $0<\gamma<1$, so $g=\gamma$, $h=1$ is the Dirac comparison.

## The Lean file

```lean
import Mathlib

open MeasureTheory Set

namespace DiracFormFactor

noncomputable section

/-- The X-ray form factor of a radial density `ρ`: the mean of `sin(qr)/(qr)` over `ρ`,
for `q ≠ 0` and a density of nonzero total charge. -/
def formFactor (ρ : ℝ → ℝ) (q : ℝ) : ℝ :=
  (∫ r in Ioi (0 : ℝ), ρ r * (Real.sin (q * r) / (q * r))) / ∫ r in Ioi (0 : ℝ), ρ r

/-- The unnormalized radial density `r^(2g) exp(-2Zr)`. -/
def density (Z g r : ℝ) : ℝ := r ^ (2 * g) * Real.exp (-(2 * Z * r))

/-- The Dirac 1s exponent `γ = √(1 - (Z/c)²)` in atomic units, for `0 < Z < c`. -/
def gam (Z c : ℝ) : ℝ := Real.sqrt (1 - (Z / c) ^ 2)

/-- The integrand `r^(a-1) exp(-wr)` with complex decay constant `w`, for `r > 0`. -/
def kernel (a : ℝ) (w : ℂ) (r : ℝ) : ℂ := ((r ^ (a - 1) : ℝ) : ℂ) * Complex.exp (-(w * r))

/-- For `r > 0` the modulus of `r^(a-1) exp(-wr)` is `r^(a-1) exp(-r Re w)`. -/
theorem kernel_norm {a r : ℝ} {w : ℂ} (hr : 0 < r) :
    ‖kernel a w r‖ = r ^ (a - 1) * Real.exp (-(w.re * r)) := by
  have h : (-(w * r)).re = -(w.re * r) := by simp
  rw [kernel, norm_mul, Complex.norm_real, Real.norm_of_nonneg (Real.rpow_nonneg hr.le _),
    Complex.norm_exp, h]

/-- For `a, b > 0` the function `r^(a-1) exp(-br)` is integrable over `r > 0`. -/
theorem gamma_integrable {a b : ℝ} (ha : 0 < a) (hb : 0 < b) :
    Integrable (fun r : ℝ => r ^ (a - 1) * Real.exp (-(b * r)))
      (volume.restrict (Ioi 0)) := by
  by_contra h
  exact (mul_pos (Real.rpow_pos_of_pos (one_div_pos.2 hb) a) (Real.Gamma_pos_of_pos ha)).ne'
    ((Real.integral_rpow_mul_exp_neg_mul_Ioi ha hb).symm.trans (integral_undef h))

/-- For `a > 0` and `Re w > 0` the function `r^(a-1) exp(-wr)` is integrable over `r > 0`. -/
theorem kernel_integrable {a : ℝ} {w : ℂ} (ha : 0 < a) (hw : 0 < w.re) :
    Integrable (kernel a w) (volume.restrict (Ioi 0)) := by
  have hm : Measurable (kernel a w) :=
    (Complex.measurable_ofReal.comp (measurable_id.pow_const (a - 1))).mul
      (Continuous.measurable (by fun_prop))
  exact (gamma_integrable ha hw).mono' hm.aestronglyMeasurable
    (ae_restrict_of_forall_mem measurableSet_Ioi fun r hr => (kernel_norm hr).le)

/-- Euler's integral with complex decay constant: for `a > 0` and `Re w > 0`, the integral
of `r^(a-1) exp(-wr)` over `r > 0` is `w^(-a) Γ(a)`. -/
theorem kernel_integral {a : ℝ} {w : ℂ} (ha : 0 < a) (hw : 0 < w.re) :
    ∫ r in Ioi (0 : ℝ), kernel a w r = w ^ (-(a : ℂ)) * (Real.Gamma a : ℂ) := by
  have hopen : ∀ x : ℝ, IsOpen {z : ℂ | x < z.re} := fun x =>
    isOpen_lt continuous_const Complex.continuous_re
  -- the integral is holomorphic in the half-plane
  have hF : DifferentiableOn ℂ (fun z => ∫ r in Ioi (0 : ℝ), kernel a z r)
      {z | 0 < z.re} := by
    intro z hz
    have hz0 : 0 < z.re := hz
    have ha1 : 0 < a + 1 := by linarith
    refine (hasDerivAt_integral_of_dominated_loc_of_deriv_le (F := kernel a)
      (F' := fun v r => -kernel (a + 1) v r)
      (bound := fun r => r ^ (a + 1 - 1) * Real.exp (-(z.re / 2 * r)))
      ((hopen (z.re / 2)).mem_nhds (show z.re / 2 < z.re by linarith))
      ?_ (kernel_integrable ha hz0) (kernel_integrable ha1 hz0).neg.aestronglyMeasurable
      ?_ (gamma_integrable ha1 (half_pos hz0)) ?_).2.differentiableAt.differentiableWithinAt
    · filter_upwards [(hopen 0).mem_nhds hz] with v hv
      exact (kernel_integrable ha hv).aestronglyMeasurable
    · refine ae_restrict_of_forall_mem measurableSet_Ioi fun r hr v hv => ?_
      have hr0 : 0 < r := hr
      have hv0 : z.re / 2 < v.re := hv
      change ‖-kernel (a + 1) v r‖ ≤ _
      rw [norm_neg, kernel_norm hr0]
      exact mul_le_mul_of_nonneg_left (Real.exp_le_exp.2 (by nlinarith))
        (Real.rpow_nonneg hr0.le _)
    · refine ae_restrict_of_forall_mem measurableSet_Ioi fun r hr v _ => ?_
      have hr0 : r ≠ 0 := ne_of_gt hr
      have e : r ^ (a + 1 - 1) = r ^ (a - 1) * r := by
        rw [add_sub_cancel_right, Real.rpow_sub_one hr0, div_mul_cancel₀ _ hr0]
      refine ((((hasDerivAt_id' v).mul_const (r : ℂ)).fun_neg.cexp).const_mul
        ((r ^ (a - 1) : ℝ) : ℂ)).congr_deriv ?_
      rw [kernel, e, Complex.ofReal_mul]
      ring
  have hG : DifferentiableOn ℂ (fun z : ℂ => z ^ (-(a : ℂ)) * (Real.Gamma a : ℂ))
      {z | 0 < z.re} := fun z hz =>
    ((differentiableAt_id.cpow (differentiableAt_const _)
      (Complex.mem_slitPlane_iff.2 (Or.inl hz))).mul_const _).differentiableWithinAt
  -- both sides agree for positive real decay constants
  have hR : ∀ x : ℝ, 0 < x → ∫ r in Ioi (0 : ℝ), kernel a x r =
      (x : ℂ) ^ (-(a : ℂ)) * (Real.Gamma a : ℂ) := by
    intro x hx
    have hk : ∀ r : ℝ, kernel a x r = ((r ^ (a - 1) * Real.exp (-(x * r)) : ℝ) : ℂ) := by
      intro r
      rw [kernel, Complex.ofReal_mul, Complex.ofReal_exp, Complex.ofReal_neg,
        Complex.ofReal_mul]
    simp only [hk]
    rw [integral_complex_ofReal, Real.integral_rpow_mul_exp_neg_mul_Ioi ha hx, one_div,
      Real.inv_rpow hx.le, ← Real.rpow_neg hx.le, Complex.ofReal_mul,
      Complex.ofReal_cpow hx.le, Complex.ofReal_neg]
  have ht := (Complex.continuous_ofReal.continuousAt (x := 1)).continuousWithinAt
    (s := {1}ᶜ) |>.tendsto_nhdsWithin (t := {((1 : ℝ) : ℂ)}ᶜ)
    (fun x hx h => hx (Complex.ofReal_injective h))
  have hev : ∀ᶠ x : ℝ in nhdsWithin 1 {1}ᶜ, ∫ r in Ioi (0 : ℝ), kernel a x r =
      (x : ℂ) ^ (-(a : ℂ)) * (Real.Gamma a : ℂ) := by
    filter_upwards [mem_nhdsWithin_of_mem_nhds (Ioi_mem_nhds one_pos)] with x hx
    exact hR x hx
  exact (hF.analyticOnNhd (hopen 0)).eqOn_of_preconnected_of_frequently_eq
    (hG.analyticOnNhd (hopen 0)) (convex_halfSpace_re_gt 0).isPreconnected
    (z₀ := ((1 : ℝ) : ℂ)) (by simp) (ht.frequently hev.frequently) hw

/-- For `a, b > 0` and `t = arctan(q/b)`, the integral of `r^(a-1) exp(-br) sin(qr)` over
`r > 0` is `(cos t / b)^a sin(at) Γ(a)`. -/
theorem sine_integral {a b : ℝ} (q : ℝ) (ha : 0 < a) (hb : 0 < b) :
    ∫ r in Ioi (0 : ℝ), r ^ (a - 1) * Real.exp (-(b * r)) * Real.sin (q * r) =
      (Real.cos (Real.arctan (q / b)) / b) ^ a * Real.sin (a * Real.arctan (q / b)) *
        Real.Gamma a := by
  have hcos := Real.cos_arctan_pos (q / b)
  have htan := Real.tan_arctan (q / b)
  have hlo := Real.neg_pi_div_two_lt_arctan (q / b)
  have hhi := Real.arctan_lt_pi_div_two (q / b)
  generalize Real.arctan (q / b) = t at *
  rw [Real.tan_eq_sin_div_cos, div_eq_div_iff hcos.ne' hb.ne'] at htan
  have hm : 0 < b / Real.cos t := div_pos hb hcos
  have hmc : b / Real.cos t * Real.cos t = b := div_mul_cancel₀ _ hcos.ne'
  have hms : b / Real.cos t * Real.sin t = q := by
    rw [div_mul_eq_mul_div, div_eq_iff hcos.ne']
    linarith
  have e : (Real.cos t / b) ^ a = (b / Real.cos t) ^ (-a) := by
    rw [Real.rpow_neg hm.le, ← Real.inv_rpow hm.le, inv_div]
  rw [e]
  clear e
  generalize b / Real.cos t = m at *
  -- polar form of the complex decay constant
  have hw : (b : ℂ) - q * Complex.I =
      Complex.exp ((Real.log m : ℝ) + ((-t : ℝ) : ℂ) * Complex.I) := by
    have c1 : (m : ℂ) * (Real.cos t : ℝ) = b := by rw [← Complex.ofReal_mul, hmc]
    have c2 : (m : ℂ) * (Real.sin t : ℝ) = q := by rw [← Complex.ofReal_mul, hms]
    rw [Complex.exp_add, ← Complex.ofReal_exp, Real.exp_log hm, Complex.exp_mul_I,
      ← Complex.ofReal_cos, ← Complex.ofReal_sin, Real.cos_neg, Real.sin_neg,
      Complex.ofReal_neg]
    linear_combination -c1 + Complex.I * c2
  have him : ((Real.log m : ℝ) + ((-t : ℝ) : ℂ) * Complex.I).im = -t := by simp
  have harg : ((Real.log m : ℝ) + ((-t : ℝ) : ℂ) * Complex.I) * (-(a : ℂ)) =
      ((Real.log m * -a : ℝ) : ℂ) + ((a * t : ℝ) : ℂ) * Complex.I := by
    push_cast
    ring
  have hv : ((b : ℂ) - q * Complex.I) ^ (-(a : ℂ)) =
      ((m ^ (-a) : ℝ) : ℂ) * Complex.exp (((a * t : ℝ) : ℂ) * Complex.I) := by
    rw [hw, Complex.cpow_def_of_ne_zero (Complex.exp_ne_zero _),
      Complex.log_exp (by rw [him]; linarith [Real.pi_pos])
        (by rw [him]; linarith [Real.pi_pos]),
      harg, Complex.exp_add, ← Complex.ofReal_exp, ← Real.rpow_def_of_pos hm]
  have hre : 0 < ((b : ℂ) - q * Complex.I).re := by simpa using hb
  have h2 := Complex.imCLM.integral_comp_comm (kernel_integrable ha hre)
  rw [kernel_integral ha hre, hv, Complex.imCLM_apply, Complex.im_mul_ofReal,
    Complex.im_ofReal_mul, Complex.exp_ofReal_mul_I_im] at h2
  rw [← h2]
  refine setIntegral_congr_fun measurableSet_Ioi (fun r _ => ?_)
  have p : -(((b : ℂ) - q * Complex.I) * r) =
      ((-(b * r) : ℝ) : ℂ) + ((q * r : ℝ) : ℂ) * Complex.I := by
    push_cast
    ring
  change r ^ (a - 1) * Real.exp (-(b * r)) * Real.sin (q * r) =
    (kernel a ((b : ℂ) - q * Complex.I) r).im
  rw [kernel, p, Complex.exp_add, ← Complex.ofReal_exp, Complex.im_ofReal_mul,
    Complex.im_ofReal_mul, Complex.exp_ofReal_mul_I_im, mul_assoc]

/-- For `Z, q, g > 0` and `t = arctan(q/(2Z))`, the form factor of the density
`r^(2g) exp(-2Zr)` is `sin(2gt) cos(t)^(2g) / (2g tan t)`. -/
theorem formFactor_density {Z q g t : ℝ} (hZ : 0 < Z) (hq : 0 < q) (hg : 0 < g)
    (ht : t = Real.arctan (q / (2 * Z))) :
    formFactor (density Z g) q =
      Real.sin (2 * g * t) * Real.cos t ^ (2 * g) / (2 * g * Real.tan t) := by
  subst ht
  have hb : 0 < 2 * Z := by positivity
  have ha : 0 < 2 * g := by positivity
  have hN := Real.integral_rpow_mul_exp_neg_mul_Ioi (a := 2 * g + 1) (r := 2 * Z)
    (by positivity) hb
  rw [add_sub_cancel_right, Real.Gamma_add_one ha.ne',
    Real.rpow_add_one (one_div_pos.2 hb).ne'] at hN
  have hS : ∫ r in Ioi (0 : ℝ), density Z g r * (Real.sin (q * r) / (q * r)) =
      ∫ r in Ioi (0 : ℝ),
        1 / q * (r ^ (2 * g - 1) * Real.exp (-(2 * Z * r)) * Real.sin (q * r)) := by
    refine setIntegral_congr_fun measurableSet_Ioi (fun r hr => ?_)
    have hr0 : r ≠ 0 := ne_of_gt hr
    rw [Real.rpow_sub_one hr0]
    unfold density
    ring
  have hD : ∫ r in Ioi (0 : ℝ), density Z g r = _ := hN
  have hcos := Real.cos_arctan_pos (q / (2 * Z))
  unfold formFactor
  rw [hS, integral_const_mul, sine_integral q ha hb, hD, Real.tan_arctan,
    div_eq_mul_one_div (Real.cos _) (2 * Z),
    Real.mul_rpow hcos.le (one_div_pos.2 hb).le]
  have hP := Real.rpow_pos_of_pos (one_div_pos.2 hb) (2 * g)
  have hG := Real.Gamma_pos_of_pos ha
  generalize (1 / (2 * Z)) ^ (2 * g) = D at *
  generalize Real.Gamma (2 * g) = G at *
  generalize Real.cos (Real.arctan (q / (2 * Z))) ^ (2 * g) = C
  generalize Real.sin (2 * g * Real.arctan (q / (2 * Z))) = S
  field_simp

/-- For `0 < x < y`, `t > 0` and `yt ≤ π`, one has `sin(yt)/y < sin(xt)/x`. -/
theorem sin_mul_div_lt {x y t : ℝ} (hx : 0 < x) (hxy : x < y) (ht : 0 < t)
    (hyt : y * t ≤ Real.pi) : Real.sin (y * t) / y < Real.sin (x * t) / x := by
  have hy : 0 < y := hx.trans hxy
  have hyt0 : 0 < y * t := mul_pos hy ht
  -- strict concavity between 0 and yt
  have h := strictConcaveOn_sin_Icc.2 (x := y * t) ⟨hyt0.le, hyt⟩ (y := 0)
    ⟨le_refl 0, Real.pi_pos.le⟩ hyt0.ne' (div_pos hx hy)
    (sub_pos.2 ((div_lt_one hy).2 hxy)) (add_sub_cancel (x / y) 1)
  have e : x / y * (y * t) = x * t := by
    rw [← mul_assoc, div_mul_cancel₀ x hy.ne']
  simp only [smul_eq_mul, Real.sin_zero, mul_zero, add_zero, e] at h
  rw [lt_div_iff₀ hx]
  calc Real.sin (y * t) / y * x = x / y * Real.sin (y * t) := by ring
    _ < Real.sin (x * t) := h

/-- At fixed `Z, q > 0` the form factor of `r^(2g) exp(-2Zr)` strictly decreases in `g`
on `0 < g ≤ 1`. -/
theorem formFactor_strictAnti {Z q : ℝ} (hZ : 0 < Z) (hq : 0 < q) :
    StrictAntiOn (fun g => formFactor (density Z g) q) (Ioc 0 1) := by
  intro g hg h hh hgh
  have hx : 0 < q / (2 * Z) := by positivity
  have ht : 0 < Real.arctan (q / (2 * Z)) := Real.arctan_pos.2 hx
  have hhi := Real.arctan_lt_pi_div_two (q / (2 * Z))
  have hcos := Real.cos_arctan_pos (q / (2 * Z))
  beta_reduce
  rw [formFactor_density hZ hq hg.1 rfl, formFactor_density hZ hq hh.1 rfl, Real.tan_arctan]
  generalize Real.arctan (q / (2 * Z)) = t at *
  have hht : 2 * h * t < Real.pi := by nlinarith [hh.2]
  have h0 : 0 < 2 * h := by linarith [hh.1]
  have hs := sin_mul_div_lt (by linarith [hg.1] : 0 < 2 * g)
    (by linarith : 2 * g < 2 * h) ht hht.le
  have hsin : 0 < Real.sin (2 * h * t) := Real.sin_pos_of_pos_of_lt_pi (mul_pos h0 ht) hht
  have hC : Real.cos t ^ (2 * h) ≤ Real.cos t ^ (2 * g) :=
    Real.rpow_le_rpow_of_exponent_ge hcos (Real.cos_le_one t) (by linarith)
  have e : ∀ A C X T : ℝ, A * C / (X * T) = A / X * C / T := by
    intro A C X T
    rw [div_mul_eq_mul_div, div_div]
  rw [e, e]
  refine div_lt_div_of_pos_right ?_ hx
  exact (mul_le_mul_of_nonneg_left hC (div_pos hsin h0).le).trans_lt
    (mul_lt_mul_of_pos_right hs (Real.rpow_pos_of_pos hcos _))

/-- For `0 < Z < c` and every `q > 0`, the nonrelativistic 1s form factor, with density
`r² exp(-2Zr)`, is smaller than the Dirac 1s one, with density `r^(2γ) exp(-2Zr)`. -/
theorem nonrelativistic_lt_dirac {Z c q : ℝ} (hZ : 0 < Z) (hZc : Z < c) (hq : 0 < q) :
    formFactor (density Z 1) q < formFactor (density Z (gam Z c)) q := by
  have hc : 0 < c := hZ.trans hZc
  have h1 : 0 < Z / c := div_pos hZ hc
  have h2 : Z / c < 1 := (div_lt_one hc).2 hZc
  have h3 : 0 < 1 - (Z / c) ^ 2 := by nlinarith
  have h4 : gam Z c ^ 2 = 1 - (Z / c) ^ 2 := Real.sq_sqrt h3.le
  have h5 : 0 < gam Z c := Real.sqrt_pos.2 h3
  have h6 : 0 < (Z / c) ^ 2 := pow_pos h1 2
  have h7 : gam Z c < 1 := by nlinarith
  exact formFactor_strictAnti hZ hq ⟨h5, h7.le⟩ ⟨one_pos, le_refl 1⟩ h7

end

end DiracFormFactor
```

```lean
#print axioms DiracFormFactor.nonrelativistic_lt_dirac
-- 'DiracFormFactor.nonrelativistic_lt_dirac' depends on axioms: [propext, Classical.choice, Quot.sound]
```

## From Euler's integral to the inequality in Lean

**Integrability.** Lean assigns the value zero to the integral of a non-integrable function. `gamma_integrable` uses this: the real gamma integral has a positive value, so its integrand must be integrable. `kernel_norm` computes the modulus of the complex integrand, and `kernel_integrable` uses it to carry integrability over to complex $w$.

**Continuation in $w$.** In `kernel_integral`, `hF` differentiates under the integral sign. Near a point $z$ it works where $\operatorname{Re}v>\operatorname{Re}z/2$, and there the derivative of the integrand is bounded by $r^{a}e^{-(\operatorname{Re}z/2)r}$. `hG` gives holomorphy of the right-hand side and `hR` the agreement on the positive real axis. The identity theorem, applied at the point $1$, does the rest.

**The phase.** In `sine_integral`, `hw` is the polar form of $b-iq$. The step with `Complex.log_exp` checks that the phase $-t$ lies on the principal branch, so that the complex power is $m^{-a}e^{iat}$. `Complex.imCLM` then takes the imaginary part inside the integral.

**The ratio.** In `formFactor_density`, `hN` is the norm integral with $\Gamma(a+1)=a\Gamma(a)$ inserted, and `hS` cancels the power of $r$ in the numerator. `field_simp` carries out the final cancellation.

**The inequality.** `sin_mul_div_lt` applies strict concavity with weights $x/y$ and $1-x/y$, where $x=2g$ and $y=2h$ in the later use. In `formFactor_strictAnti`, `hht` is the bound $2ht<\pi$, `hs` the sine inequality and `hC` the cosine inequality; the last lines multiply them as above. `nonrelativistic_lt_dirac` proves $0<\gamma<1$ from $0<Z<c$ and applies the monotonicity.
